# A factorial bound, independent of chain length, on nested commutators of an edge operator

Take a spin chain with Hamiltonian $H=h_0+h_1+h_2+\dots$, where $h_i$ couples sites $i$ and $i+1$, and let $A$ act on site 0 only. Of all the terms, only $h_0$ can fail to commute with $A$, so

$$[H,A]=[h_0,A].$$

This commutator acts on sites 0 and 1. In the next one, two terms survive:

$$[H,[H,A]]=[h_0,[h_0,A]]+[h_1,[h_0,A]].$$

If every term has norm at most $J$, each commutator costs a factor of at most $2J$, and the double commutator has norm at most $2\,(2J)^2\|A\|$. At the third step at most three terms of $H$ contribute to the commutator with each of these, and so on. After $k$ steps at most $1\cdot2\cdots k=k!$ nested commutators survive, however long the chain is.

Up to factors $i^k/k!$, these nested commutators are the coefficients of the short-time expansion of $A$ in the Heisenberg picture. For bounded terms and an operator at the end of the chain, their growth therefore controls the error of cutting that expansion off.

```lean
import Mathlib

open Finset

namespace ChainCommutatorGrowth

noncomputable section
```

## Chain, commutator and reach

The operators are elements of a ring $R$, later with a norm satisfying $\|xy\|\le\|x\|\|y\|$. Matrices and bounded operators qualify; unbounded bosonic terms do not. Hermiticity is not needed. The commutator carries no factor of $i$, and the letter $X$ stands for any observable until the Pauli matrices enter at the end:

$$\mathrm{ad}_H(X)=HX-XH.$$

```lean
/-- The commutator `[H, X] = H X - X H`, as a map acting on `X`. -/
def ad {R : Type*} [Ring R] (H X : R) : R := H * X - X * H
```

The Hamiltonian is a finite sum of $L$ terms, numbered from 0:

$$H=\sum_{i=0}^{L-1}h_i.$$

```lean
/-- The Hamiltonian of a chain: the sum of its local terms `h 0, ..., h (L-1)`. -/
def chain {R : Type*} [Ring R] {L : ℕ} (h : Fin L → R) : R := ∑ i, h i
```

Locality enters only through commutation: $[h_i,h_j]=0$ whenever $j\ge i+2$. The name `NearestNeighbour` refers to positions in the list of terms, which need not be lattice sites.

```lean
/-- Local terms whose positions differ by at least two commute. -/
def NearestNeighbour {R : Type*} [Ring R] {L : ℕ} (h : Fin L → R) : Prop :=
  ∀ i j : Fin L, i.val + 2 ≤ j.val → Commute (h i) (h j)
```

The reach of an observable is recorded by a number $m$ such that $[X,h_j]=0$ for all $j\ge m$. The edge operator above has $m=1$.

```lean
/-- The observable `X` commutes with every local term from position `m` onwards. -/
def CommutesFrom {R : Type*} [Ring R] {L : ℕ} (h : Fin L → R) (m : ℕ) (X : R) : Prop :=
  ∀ j : Fin L, m ≤ j.val → Commute X (h j)
```

## One commutator

The commutator is linear in $H$, and the terms from position $m$ onwards drop out:

$$[H,X]=\sum_{i<m}[h_i,X].$$

The proof distributes the sum, then splits on whether $i<m$; in the other case the hypothesis makes the summand zero.

```lean
/-- If `X` commutes with all local terms from position `m` onwards, only the terms before
position `m` contribute to its commutator with the Hamiltonian. -/
theorem ad_chain_eq {R : Type*} [Ring R] {L m : ℕ} {h : Fin L → R} {X : R}
    (hX : CommutesFrom h m X) :
    ad (chain h) X = ∑ i ∈ univ.filter (fun i : Fin L => i.val < m), ad (h i) X := by
  have hsum : ad (chain h) X = ∑ i, ad (h i) X := by
    simp [ad, chain, Finset.sum_mul, Finset.mul_sum, Finset.sum_sub_distrib]
  rw [hsum, Finset.sum_filter]
  refine Finset.sum_congr rfl fun i _ => ?_
  split_ifs with hi
  · rfl
  · show h i * X - X * h i = 0
    exact sub_eq_zero.mpr (hX i (not_lt.mp hi)).eq.symm
```

Linearity in the observable carries over to repeated commutators,

$$\mathrm{ad}_H^k\Big(\sum_i f_i\Big)=\sum_i\mathrm{ad}_H^k(f_i),$$

by induction on $k$. In Lean, $\mathrm{ad}_H^k$ is the iterate `(ad H)^[k]`.

```lean
/-- Nested commutators with `H` are additive in the observable. -/
theorem ad_iterate_sum {R ι : Type*} [Ring R] (H : R) (s : Finset ι) (k : ℕ) :
    ∀ f : ι → R, (ad H)^[k] (∑ i ∈ s, f i) = ∑ i ∈ s, (ad H)^[k] (f i) := by
  induction k with
  | zero => intro f; rfl
  | succ k ih =>
    intro f
    have hs : ad H (∑ i ∈ s, f i) = ∑ i ∈ s, ad H (f i) := by
      simp [ad, Finset.sum_mul, Finset.mul_sum, Finset.sum_sub_distrib]
    simp only [Function.iterate_succ_apply]
    rw [hs, ih]
```

The reach grows by at most one. Let $i<m$ and $j\ge m+1$. Then $j\ge i+2$, so $h_j$ commutes with $h_i$; it also commutes with $X$, because $j\ge m$. Hence it commutes with $h_iX$, with $Xh_i$ and with their difference $[h_i,X]$. The two calls to `omega` settle the inequalities between positions.

```lean
/-- In a nearest-neighbour chain, the commutator with a term before position `m` moves the
position from which an observable commutes with all terms by at most one, from `m` to `m + 1`. -/
theorem commutesFrom_ad {R : Type*} [Ring R] {L m : ℕ} {h : Fin L → R} {X : R}
    (hc : NearestNeighbour h) (hX : CommutesFrom h m X) {i : Fin L} (hi : i.val < m) :
    CommutesFrom h (m + 1) (ad (h i) X) := by
  intro j hj
  have h1 : Commute (h i) (h j) := hc i j (by omega)
  have h2 : Commute X (h j) := hX j (by omega)
  show Commute (h i * X - X * h i) (h j)
  exact (h1.mul_left h2).sub_left (h2.mul_left h1)
```

The constant $J$ is an upper bound on the norm of every single term of $H$, an energy in units with $\hbar=1$. It need not equal the coupling constant: a bond $g\,\boldsymbol\sigma_1\cdot\boldsymbol\sigma_2$ between two spins has operator norm $3|g|$. For $\|x\|\le J$,

$$\|[x,X]\|\le\|xX\|+\|Xx\|\le2\|x\|\|X\|\le2J\|X\|.$$

```lean
/-- The commutator with an operator of norm at most `J` increases the norm at most by the
factor `2J`. -/
theorem norm_ad_le {R : Type*} [NormedRing R] {J : ℝ} {x : R} (hx : ‖x‖ ≤ J) (X : R) :
    ‖ad x X‖ ≤ 2 * J * ‖X‖ := by
  have h1 : ‖ad x X‖ ≤ ‖x * X‖ + ‖X * x‖ := norm_sub_le _ _
  have h2 := norm_mul_le x X
  have h3 := norm_mul_le X x
  have h4 := mul_le_mul_of_nonneg_right hx (norm_nonneg X)
  linarith [mul_comm ‖X‖ ‖x‖]
```

## Counting the surviving terms

For an observable of reach $m$ the claim is

$$\|\mathrm{ad}_H^k(X)\|\le m(m+1)\cdots(m+k-1)\,(2J)^k\|X\|.$$

For $k=0$ the product is empty and both sides equal $\|X\|$. For the step to $k+1$, take the innermost commutator first:

$$\mathrm{ad}_H^{k+1}(X)=\sum_{i<m}\mathrm{ad}_H^k([h_i,X]).$$

Each $[h_i,X]$ has reach $m+1$ and norm at most $2J\|X\|$, so the induction hypothesis bounds its contribution by

$$(m+1)\cdots(m+k)\,(2J)^k\cdot2J\|X\|.$$

There are at most $m$ contributions, fewer if the chain is shorter than $m$. Multiplying by $m$ gives the claim for $k+1$.

Since the reach changes from $m$ to $m+1$, the induction on $k$ must hold for all $m$ and $X$ together, which is why they are quantified after `k`. The three intermediate facts `hterm`, `hcard` and `hasc` are the bound on one contribution, the count, and the identity for the rising product `m.ascFactorial k`. For an observable deep inside a long chain the estimate is wasteful, because $m$ counts every term to its left.

```lean
/-- In a nearest-neighbour chain with terms of norm at most `J`, where `J ≥ 0`, let `X` commute
with all terms from position `m` onwards. Its `k`-fold commutator with the Hamiltonian has norm
at most `m (m+1) ... (m+k-1) (2J)^k ‖X‖`. -/
theorem norm_ad_iterate_le_ascFactorial {R : Type*} [NormedRing R] {L : ℕ} {h : Fin L → R}
    {J : ℝ} (hJ : 0 ≤ J) (hn : ∀ i, ‖h i‖ ≤ J) (hc : NearestNeighbour h) (k : ℕ) :
    ∀ (m : ℕ) (X : R), CommutesFrom h m X →
      ‖(ad (chain h))^[k] X‖ ≤ (m.ascFactorial k : ℝ) * (2 * J) ^ k * ‖X‖ := by
  induction k with
  | zero => intro m X _; simp
  | succ k ih =>
    intro m X hX
    rw [Function.iterate_succ_apply, ad_chain_eq hX, ad_iterate_sum]
    -- each surviving commutator obeys the induction hypothesis with `m + 1`
    have hterm : ∀ i ∈ univ.filter (fun i : Fin L => i.val < m),
        ‖(ad (chain h))^[k] (ad (h i) X)‖ ≤
          ((m + 1).ascFactorial k : ℝ) * (2 * J) ^ k * (2 * J * ‖X‖) := by
      intro i hi
      have hi' : i.val < m := by simpa using hi
      exact (ih (m + 1) _ (commutesFrom_ad hc hX hi')).trans
        (mul_le_mul_of_nonneg_left (norm_ad_le (hn i) X) (by positivity))
    -- and at most `m` of them survive
    have hcard : (univ.filter (fun i : Fin L => i.val < m)).card ≤ m := by
      calc _ ≤ (range m).card :=
            Finset.card_le_card_of_injOn (fun i => i.val)
              (by intro i hi; simpa using hi) (by intro a _ b _ hab; exact Fin.ext hab)
        _ = m := Finset.card_range m
    have hasc : (m : ℝ) * ((m + 1).ascFactorial k : ℝ) = (m.ascFactorial (k + 1) : ℝ) := by
      rw [Nat.ascFactorial_succ]
      exact_mod_cast Nat.succ_ascFactorial m k
    refine (norm_sum_le_of_le _ hterm).trans ?_
    rw [Finset.sum_const, nsmul_eq_mul, ← hasc]
    refine (mul_le_mul_of_nonneg_right (Nat.cast_le.mpr hcard) (by positivity)).trans_eq ?_
    ring
```

Setting $m=1$ turns the rising product into $k!$:

$$\|\mathrm{ad}_H^k(A)\|\le k!\,(2J)^k\|A\|.$$

The theorem holds for every $L$ and $k$. The condition $J\ge0$ adds something only for the empty chain, since otherwise it follows from $\|h_0\|\le J$.

```lean
/-- **Factorial bound for chains.** In a nearest-neighbour chain with terms of norm at most `J`,
where `J ≥ 0`, let `A` commute with all terms but the first. Its `k`-fold commutator with the
Hamiltonian has norm at most `k! (2J)^k ‖A‖`, whatever the length of the chain. -/
theorem norm_ad_iterate_le_factorial {R : Type*} [NormedRing R] {L : ℕ} {h : Fin L → R}
    {J : ℝ} (hJ : 0 ≤ J) (hn : ∀ i, ‖h i‖ ≤ J) (hc : NearestNeighbour h) {A : R}
    (hA : CommutesFrom h 1 A) (k : ℕ) :
    ‖(ad (chain h))^[k] A‖ ≤ (k.factorial : ℝ) * (2 * J) ^ k * ‖A‖ := by
  have hk := norm_ad_iterate_le_ascFactorial hJ hn hc k 1 A hA
  rwa [Nat.one_ascFactorial] at hk
```

The bound can fail if $h_0$ and $h_2$ do not commute. On a single spin take $h_0=\sigma_x$, $h_1=h_2=\sigma_z$ and $A=\sigma_z$, with $J=1$. All other hypotheses hold, and

$$\mathrm{ad}_H^2(A)=4\sigma_z-8\sigma_x.$$

Its operator norm is $4\sqrt5\approx8.94$, while the bound would be $2!\cdot2^2=8$. Both $h_1$ and $h_2$ now act on $[h_0,A]$, so three terms survive at the second step.

## Short-time Heisenberg evolution

The term of order $k$ in the expansion of $A(t)=e^{iHt}Ae^{-iHt}$ is

$$\frac{(it)^k}{k!}\,\mathrm{ad}_H^k(A).$$

Lean works with these terms directly. Identifying their sum with $A(t)$ is the remaining step to the physical evolution, and it is a standard identity for matrices.

```lean
/-- The term of order `k` in the Heisenberg series of `A` at time `t`:
`(i t)^k / k!` times the `k`-fold commutator of `H` with `A`. -/
def heisenbergTerm {R : Type*} [NormedRing R] [NormedAlgebra ℂ R] (H A : R) (t : ℝ) (k : ℕ) :
    R := ((Complex.I * (t : ℂ)) ^ k / (k.factorial : ℂ)) • (ad H)^[k] A
```

The $k!$ in the denominator cancels the one in the bound. With $q=2J|t|$, the term of order $k$ has norm at most $q^k\|A\|$. For $q<1$ the geometric series gives

$$\sum_{k\ge N}\frac{|t|^k}{k!}\|\mathrm{ad}_H^k(A)\|\le\frac{q^N\|A\|}{1-q}.$$

For finite matrices the series converges at all times anyway; the gain is an error estimate that does not depend on $L$. The condition $q<1$ is a limit of this estimate, not of the dynamics: the count $k!$ is too large from the third step on, where at most 5 nested commutators survive instead of 6. With $J=1$ and $t=0.1$, for example, keeping orders 0 to 3 leaves a tail of at most $0.2^4/0.8=0.002$ times $\|A\|$.

In the proof, `hb` is the bound on a single term, `hs` is convergence by comparison, and the last lines compare the shifted series with the geometric one.

```lean
/-- In a nearest-neighbour chain with terms of norm at most `J`, where `J ≥ 0`, let `A` commute with
all terms but the first. For `2J|t| < 1` the norms of the terms of its Heisenberg series are
summable, and the norms of the terms from order `N` on add up to at most
`(2J|t|)^N ‖A‖ / (1 - 2J|t|)`. -/
theorem heisenberg_tail_le {R : Type*} [NormedRing R] [NormedAlgebra ℂ R] {L : ℕ}
    {h : Fin L → R} {J t : ℝ} (hJ : 0 ≤ J) (hn : ∀ i, ‖h i‖ ≤ J) (hc : NearestNeighbour h)
    {A : R} (hA : CommutesFrom h 1 A) (ht : 2 * J * |t| < 1) :
    Summable (fun k => ‖heisenbergTerm (chain h) A t k‖) ∧
    ∀ N : ℕ, ∑' k, ‖heisenbergTerm (chain h) A t (k + N)‖ ≤
      (2 * J * |t|) ^ N * ‖A‖ / (1 - 2 * J * |t|) := by
  have hq : 0 ≤ 2 * J * |t| := by positivity
  -- the factorial of the series cancels the factorial in the bound on the commutators
  have hb : ∀ k, ‖heisenbergTerm (chain h) A t k‖ ≤ (2 * J * |t|) ^ k * ‖A‖ := by
    intro k
    have hk : (k.factorial : ℝ) ≠ 0 := by positivity
    have hcoef : ‖(Complex.I * (t : ℂ)) ^ k / (k.factorial : ℂ)‖ = |t| ^ k / k.factorial := by
      simp
    rw [heisenbergTerm, norm_smul, hcoef]
    refine (mul_le_mul_of_nonneg_left (norm_ad_iterate_le_factorial hJ hn hc hA k)
      (by positivity)).trans_eq ?_
    rw [div_mul_eq_mul_div, div_eq_iff hk]
    ring
  have hs : Summable (fun k => ‖heisenbergTerm (chain h) A t k‖) :=
    Summable.of_nonneg_of_le (fun k => norm_nonneg _) hb
      ((summable_geometric_of_lt_one hq ht).mul_right _)
  refine ⟨hs, fun N => ?_⟩
  have hsN : Summable (fun k => ‖heisenbergTerm (chain h) A t (k + N)‖) :=
    (summable_nat_add_iff (f := fun k => ‖heisenbergTerm (chain h) A t k‖) N).mpr hs
  rw [div_eq_mul_inv]
  exact hasSum_le (fun k => (hb (k + N)).trans_eq (by ring)) hsN.hasSum
    ((hasSum_geometric_of_lt_one hq ht).mul_left ((2 * J * |t|) ^ N * ‖A‖))
```

## Two Ising spins

For two spins in a transverse field let

$$H=X_1+Z_1Z_2+X_2,\qquad A=Z_1,$$

where $X_1,Y_1,Z_1$ and $X_2,Y_2,Z_2$ are now the Pauli matrices of spins 1 and 2. The list of terms alternates fields and bonds, so `isingTerm 0` is $X_1$, `isingTerm 1` is $Z_1Z_2$ and `isingTerm 2` is $X_2$. The first three commutators are

$$\begin{aligned}
\mathrm{ad}_H(A)&=-2iY_1,\\
\mathrm{ad}_H^2(A)&=4Z_1-4X_1Z_2,\\
\mathrm{ad}_H^3(A)&=-16iY_1+8iX_1Y_2.
\end{aligned}$$

In the maximal row-sum norm, where $J=1$ and $\|A\|=1$, their norms are 2, 8 and 24. The bounds are 2, 8 and 48, so the first two are attained in this norm. In the operator norm the second commutator has only $4\sqrt2\approx5.66$, because $Z_1$ and $X_1Z_2$ anticommute.

The matrices use the basis $|00\rangle,|01\rangle,|10\rangle,|11\rangle$, with spin 1 written first.

```lean
/-- The terms `X₁`, `Z₁Z₂`, `X₂` of the transverse-field Ising chain of two spins. -/
def isingTerm : Fin 3 → Matrix (Fin 4) (Fin 4) ℂ :=
  ![!![0, 0, 1, 0; 0, 0, 0, 1; 1, 0, 0, 0; 0, 1, 0, 0],
    !![1, 0, 0, 0; 0, -1, 0, 0; 0, 0, -1, 0; 0, 0, 0, 1],
    !![0, 1, 0, 0; 1, 0, 0, 0; 0, 0, 0, 1; 0, 0, 1, 0]]
```

The observable is $Z_1=\mathrm{diag}(1,1,-1,-1)$. The `attribute` line after its definition selects the row-sum norm for matrices.

```lean
/-- The Pauli matrix `Z₁` of the first of two spins. -/
def edgeZ : Matrix (Fin 4) (Fin 4) ℂ :=
  !![1, 0, 0, 0; 0, 1, 0, 0; 0, 0, -1, 0; 0, 0, 0, -1]

attribute [local instance] Matrix.linftyOpNormedRing
```

Every row of every term has a single nonzero entry, of modulus 1, so each term has norm 1. The outer terms $X_1$ and $X_2$ commute, and $Z_1$ commutes with $Z_1Z_2$ and $X_2$. The example is not trivial either: $Z_1$ and $X_1$ do not commute, nor do $X_1$ and $Z_1Z_2$. In both cases the two products differ in sign at row 0, column 2. By computing matrix entries, the theorem establishes that the norms are at most 1, which is all the bound needs, and that these pairs commute or fail to commute as stated.

```lean
/-- The two-spin Ising terms with `A = Z₁` meet the hypotheses of the factorial bound with `J = 1`
in the maximal row-sum norm, while `Z₁` and the first term, and the first two terms, do not
commute. -/
theorem norm_ad_iterate_le_factorial_witness :
    (∀ i, ‖isingTerm i‖ ≤ 1) ∧ NearestNeighbour isingTerm ∧ CommutesFrom isingTerm 1 edgeZ ∧
    ¬ Commute edgeZ (isingTerm 0) ∧ ¬ Commute (isingTerm 0) (isingTerm 1) := by
  refine ⟨fun i => ?_, fun i j hij => ?_, fun j hj => ?_, fun hcomm => ?_, fun hcomm => ?_⟩
  · have key : (univ.sup fun r => ∑ c, ‖isingTerm i r c‖₊) ≤ (1 : NNReal) := by
      refine Finset.sup_le fun r _ => ?_
      fin_cases i <;> fin_cases r <;> simp [isingTerm, Fin.sum_univ_four]
    refine (Matrix.linfty_opNorm_def _).trans_le ?_
    exact_mod_cast key
  · have hpos : ∀ i j : Fin 3, i.val + 2 ≤ j.val → i = 0 ∧ j = 2 := by decide
    obtain ⟨rfl, rfl⟩ := hpos i j hij
    show isingTerm 0 * isingTerm 2 = isingTerm 2 * isingTerm 0
    ext r c
    fin_cases r <;> fin_cases c <;> simp [isingTerm, Matrix.mul_apply, Fin.sum_univ_four]
  · have hpos : ∀ j : Fin 3, 1 ≤ j.val → j = 1 ∨ j = 2 := by decide
    show edgeZ * isingTerm j = isingTerm j * edgeZ
    rcases hpos j hj with rfl | rfl <;> ext r c <;> fin_cases r <;> fin_cases c <;>
      simp [isingTerm, edgeZ, Matrix.mul_apply, Fin.sum_univ_four]
  · have h02 : (1 : ℂ) = -1 := by
      simpa [isingTerm, edgeZ, Matrix.mul_apply, Fin.sum_univ_four] using
        congrFun (congrFun hcomm.eq 0) 2
    norm_num at h02
  · have h02 : (-1 : ℂ) = 1 := by
      simpa [isingTerm, Matrix.mul_apply, Fin.sum_univ_four] using
        congrFun (congrFun hcomm.eq 0) 2
    norm_num at h02

end

end ChainCommutatorGrowth
```

```lean
#print axioms ChainCommutatorGrowth.norm_ad_iterate_le_factorial
#print axioms ChainCommutatorGrowth.heisenberg_tail_le
```

```
'ChainCommutatorGrowth.norm_ad_iterate_le_factorial' depends on axioms: [propext, Classical.choice, Quot.sound]
'ChainCommutatorGrowth.heisenberg_tail_le' depends on axioms: [propext, Classical.choice, Quot.sound]
```
